# Spin matrices in every finite dimension: su(2) relations, total square and commutant

For every $n\ge 1$, let $J_3$ be the diagonal $n\times n$ matrix with entries $(n-1)/2-k$, where $k=0,\dots,n-1$. Let $J_+$ have entries $\sqrt{k(n-k)}$ at position $(k-1,k)$ for $1\le k<n$, and zeros elsewhere. With $J_-=J_+^\dagger$, set

$$J_1=\tfrac12(J_++J_-),\qquad J_2=-\tfrac{\mathrm i}{2}(J_+-J_-).$$

These three matrices are Hermitian and satisfy

$$[J_1,J_2]=\mathrm iJ_3,\quad [J_2,J_3]=\mathrm iJ_1,\quad [J_3,J_1]=\mathrm iJ_2,\quad J_1^2+J_2^2+J_3^2=\frac{n^2-1}{4}\,\mathbb 1.$$

Moreover, any matrix that commutes with both $J_1$ and $J_3$ is a multiple of the identity $\mathbb 1$.

Here $\mathrm i$ is the imaginary unit and $\hbar=1$. In terms of the spin $s=(n-1)/2$, the total square is the familiar $s(s+1)$. Level $k$ has magnetic quantum number $m_k=s-k$, so $k=0$ is the highest state. The ladder coefficient is the usual $\sqrt{(s-m_k)(s+m_k+1)}$, because $s-m_k=k$ and $s+m_k+1=n-k$. Matrices of this kind represent one site in an exact diagonalisation of a finite spin model; the result concerns that single site and no particular Hamiltonian.

## From ladder products to the Cartesian algebra

Let $e_k$ be the basis vector of level $k$. The definitions give

$$J_+e_k=\sqrt{k(n-k)}\,e_{k-1},\qquad J_-e_k=\sqrt{(k+1)(n-k-1)}\,e_{k+1}.$$

The first expression is read as zero at $k=0$ and the second as zero at $k=n-1$, where the coefficients vanish. Going down and back up, or up and back down, returns to the same level:

$$J_+J_-e_k=(k+1)(n-k-1)\,e_k,\qquad J_-J_+e_k=k(n-k)\,e_k.$$

Both products are therefore diagonal. Their difference has entries

$$(k+1)(n-k-1)-k(n-k)=n-1-2k=2m_k,$$

so $[J_+,J_-]=2J_3$. The only nonzero entries of $J_+$ lie at $(k-1,k)$, where the commutator with $J_3$ multiplies them by $m_{k-1}-m_k=1$. For $J_-$ the factor is $-1$. Hence $[J_3,J_\pm]=\pm J_\pm$.

The Cartesian relations follow by bilinearity:

$$[J_1,J_2]=-\tfrac{\mathrm i}{4}[J_++J_-,\,J_+-J_-]=\tfrac{\mathrm i}{2}[J_+,J_-]=\mathrm iJ_3,$$

$$[J_2,J_3]=\tfrac{\mathrm i}{2}[J_3,\,J_+-J_-]=\tfrac{\mathrm i}{2}(J_++J_-)=\mathrm iJ_1,$$

$$[J_3,J_1]=\tfrac12(J_+-J_-)=\mathrm iJ_2.$$

For the total square, the terms $J_+^2$ and $J_-^2$ cancel between $J_1^2$ and $J_2^2$, which leaves

$$J_1^2+J_2^2=\tfrac12(J_+J_-+J_-J_+).$$

This is diagonal with entries $\frac{n-1}{2}-k+k(n-k)$. Adding $m_k^2=\frac{(n-1)^2}{4}-k(n-1)+k^2$ removes every term in $k$:

$$\frac{n-1}{2}+\frac{(n-1)^2}{4}=\frac{(n-1)(n+1)}{4}=\frac{n^2-1}{4}.$$

Finally, suppose that $A$ commutes with $J_1$ and $J_3$. The $(i,j)$ entry of $AJ_3=J_3A$ says $(m_j-m_i)A_{ij}=0$. The $m_k$ are distinct, so $A$ is diagonal, with entries $a_k$ say. The $(k-1,k)$ entry of $AJ_1=J_1A$ then reads

$$a_{k-1}\,\tfrac12\sqrt{k(n-k)}=\tfrac12\sqrt{k(n-k)}\,a_k .$$

The square root is nonzero for $1\le k<n$, so neighbouring entries agree and $A$ is a multiple of $\mathbb 1$. This implies that the matrices act irreducibly, which is the converse direction to Schur's lemma: the orthogonal projector onto a subspace invariant under the Hermitian $J_1$ and $J_3$ would commute with both, and so could only be $0$ or $\mathbb 1$.

The smallest case is $n=1$, spin zero. All three matrices are the number $0$, and the total square is $0$ as well. At $n=2$ the single ladder coefficient is $1$, and the construction gives half the Pauli matrices.

## The matrices in Lean

```lean
import Mathlib

open Matrix Complex

namespace ArbitrarySpinMatrices

noncomputable section
```

The ladder coefficient is a real square root. Both natural numbers are converted to reals before the subtraction, so $n-k$ is an ordinary difference.

```lean
/-- The ladder coefficient `√(k (n - k))` linking levels `k - 1` and `k` of an `n`-level spin. -/
def ladderCoeff (n k : ℕ) : ℝ := Real.sqrt ((k : ℝ) * ((n : ℝ) - k))
```

Operators are complex matrices indexed by `Fin n`, whose elements are the levels $0,\dots,n-1$. The condition `(i : ℕ) + 1 = (j : ℕ)` selects the entries just above the diagonal, and the coefficient is labelled by the column, as in the formula for $J_+$.

```lean
/-- The raising operator `J₊`, with entries `√(k (n - k))` at position `(k - 1, k)`. -/
def raising (n : ℕ) : Matrix (Fin n) (Fin n) ℂ :=
  Matrix.of fun i j => if (i : ℕ) + 1 = (j : ℕ) then (ladderCoeff n j : ℂ) else 0
```

The lowering operator is defined as the conjugate transpose `ᴴ`, so the adjoint relation holds by construction.

```lean
/-- The lowering operator `J₋`, the adjoint of `J₊`. -/
def lowering (n : ℕ) : Matrix (Fin n) (Fin n) ℂ := (raising n)ᴴ
```

The remaining definitions fix the order of the levels and the sign of $J_2$. Lean writes `I` for the imaginary unit and `•` for multiplication by a scalar.

```lean
/-- The component `J₃`, diagonal with entries `(n - 1)/2 - k`. -/
def spinZ (n : ℕ) : Matrix (Fin n) (Fin n) ℂ :=
  Matrix.diagonal fun k => ((n : ℂ) - 1) / 2 - ((k : ℕ) : ℂ)

/-- The component `J₁ = (J₊ + J₋)/2`. -/
def spinX (n : ℕ) : Matrix (Fin n) (Fin n) ℂ := (1 / 2 : ℂ) • (raising n + lowering n)

/-- The component `J₂ = -i (J₊ - J₋)/2`. -/
def spinY (n : ℕ) : Matrix (Fin n) (Fin n) ℂ := (-I / 2 : ℂ) • (raising n - lowering n)
```

## Entries and ladder products

The next two lemmas give the entries of $J_+$ and $J_-$. For $J_-$ the coefficient is labelled by the row; complex conjugation leaves it unchanged because it is real.

```lean
lemma raising_apply (n : ℕ) (i j : Fin n) :
    raising n i j = if (i : ℕ) + 1 = (j : ℕ) then (ladderCoeff n j : ℂ) else 0 := rfl

lemma lowering_apply (n : ℕ) (i j : Fin n) :
    lowering n i j = if (j : ℕ) + 1 = (i : ℕ) then (ladderCoeff n i : ℂ) else 0 := by
  rw [lowering, Matrix.conjTranspose_apply, raising_apply]
  split_ifs <;> simp
```

Squaring a coefficient removes the root. The hypothesis $k\le n$ makes the radicand nonnegative.

```lean
lemma ladderCoeff_sq {n k : ℕ} (h : k ≤ n) :
    (ladderCoeff n k : ℂ) * (ladderCoeff n k : ℂ) = (k : ℂ) * ((n : ℂ) - k) := by
  have h' : (k : ℝ) ≤ n := by exact_mod_cast h
  rw [← Complex.ofReal_mul, ladderCoeff,
    Real.mul_self_sqrt (mul_nonneg (Nat.cast_nonneg k) (sub_nonneg.mpr h'))]
  push_cast
  ring
```

The product $J_+J_-$ is computed entry by entry. On the diagonal, `Finset.sum_eq_single` keeps the one intermediate level $k+1$. If $k$ is the last level, no such level exists and the sum is zero, in agreement with the factor $n-k-1$. At an off-diagonal position $(i,j)$ every term vanishes, because a contributing intermediate level would have to equal both $i+1$ and $j+1$.

```lean
/-- The product `J₊ J₋` is diagonal with entries `(k + 1)(n - k - 1)`. -/
theorem raising_mul_lowering (n : ℕ) : raising n * lowering n =
    Matrix.diagonal fun k : Fin n => (((k : ℕ) : ℂ) + 1) * ((n : ℂ) - (((k : ℕ) : ℂ) + 1)) := by
  ext i j
  rw [Matrix.mul_apply]
  by_cases h : i = j
  · subst h
    rw [Matrix.diagonal_apply_eq]
    by_cases hi : (i : ℕ) + 1 < n
    · -- only the level just below contributes
      rw [Finset.sum_eq_single (⟨(i : ℕ) + 1, hi⟩ : Fin n)]
      · have hs := ladderCoeff_sq hi.le
        simp only [raising_apply, lowering_apply, if_true]
        rw [hs]
        push_cast
        ring
      · intro l _ hl
        rw [raising_apply, if_neg (fun e => hl (Fin.ext e.symm)), zero_mul]
      · intro h
        exact absurd (Finset.mem_univ _) h
    · have hlt := i.isLt
      have hn : (n : ℂ) = ((i : ℕ) : ℂ) + 1 := by
        exact_mod_cast (by omega : n = (i : ℕ) + 1)
      rw [Finset.sum_eq_zero, hn]
      · ring
      · intro l _
        have hl := l.isLt
        rw [raising_apply, if_neg (by omega), zero_mul]
  · rw [Matrix.diagonal_apply_ne _ h]
    apply Finset.sum_eq_zero
    intro l _
    rw [raising_apply, lowering_apply]
    by_cases h1 : (i : ℕ) + 1 = (l : ℕ)
    · rw [if_neg (fun e : (j : ℕ) + 1 = (l : ℕ) => h (Fin.ext (by omega))), mul_zero]
    · rw [if_neg h1, zero_mul]
```

The opposite order works the same way with intermediate level $k-1$, and the exceptional level is now $k=0$.

```lean
/-- The product `J₋ J₊` is diagonal with entries `k (n - k)`. -/
theorem lowering_mul_raising (n : ℕ) : lowering n * raising n =
    Matrix.diagonal fun k : Fin n => ((k : ℕ) : ℂ) * ((n : ℂ) - ((k : ℕ) : ℂ)) := by
  ext i j
  rw [Matrix.mul_apply]
  by_cases h : i = j
  · subst h
    rw [Matrix.diagonal_apply_eq]
    have hlt := i.isLt
    by_cases hi : (i : ℕ) = 0
    · rw [Finset.sum_eq_zero, hi]
      · simp
      · intro l _
        rw [lowering_apply, if_neg (by omega), zero_mul]
    · -- only the level just above contributes
      have e : (i : ℕ) - 1 + 1 = (i : ℕ) := by omega
      rw [Finset.sum_eq_single (⟨(i : ℕ) - 1, by omega⟩ : Fin n)]
      · simp only [raising_apply, lowering_apply, e, if_true]
        exact ladderCoeff_sq hlt.le
      · intro l _ hl
        rw [lowering_apply, if_neg, zero_mul]
        intro e'
        exact hl (Fin.ext (by simp only []; omega))
      · intro h
        exact absurd (Finset.mem_univ _) h
  · rw [Matrix.diagonal_apply_ne _ h]
    apply Finset.sum_eq_zero
    intro l _
    rw [raising_apply, lowering_apply]
    by_cases h1 : (l : ℕ) + 1 = (i : ℕ)
    · rw [if_neg (fun e : (l : ℕ) + 1 = (j : ℕ) => h (Fin.ext (by omega))), mul_zero]
    · rw [if_neg h1, zero_mul]
```

## Commutators and the total square

The first two ladder relations are compared entry by entry. Where an entry is nonzero, its row and column numbers differ by one, and `linear_combination` turns this into the factor $\pm1$. The third relation subtracts the two diagonal products.

```lean
/-- The ladder relations `[J₃, J₊] = J₊`, `[J₃, J₋] = -J₋` and `[J₊, J₋] = 2 J₃`. -/
theorem ladder_relations (n : ℕ) :
    spinZ n * raising n - raising n * spinZ n = raising n ∧
    spinZ n * lowering n - lowering n * spinZ n = -lowering n ∧
    raising n * lowering n - lowering n * raising n = (2 : ℂ) • spinZ n := by
  refine ⟨?_, ?_, ?_⟩
  · ext i j
    rw [Matrix.sub_apply, spinZ, Matrix.diagonal_mul, Matrix.mul_diagonal, raising_apply]
    split_ifs with h
    · have e : ((j : ℕ) : ℂ) = ((i : ℕ) : ℂ) + 1 := by exact_mod_cast h.symm
      linear_combination (ladderCoeff n j : ℂ) * e
    · simp
  · ext i j
    rw [Matrix.sub_apply, Matrix.neg_apply, spinZ, Matrix.diagonal_mul, Matrix.mul_diagonal,
      lowering_apply]
    split_ifs with h
    · have e : ((i : ℕ) : ℂ) = ((j : ℕ) : ℂ) + 1 := by exact_mod_cast h.symm
      linear_combination -(ladderCoeff n i : ℂ) * e
    · simp
  · rw [raising_mul_lowering, lowering_mul_raising, spinZ]
    ext i j
    rw [Matrix.sub_apply, Matrix.smul_apply, smul_eq_mul]
    by_cases h : i = j
    · subst h
      simp only [Matrix.diagonal_apply_eq]
      ring
    · simp only [Matrix.diagonal_apply_ne _ h]
      ring
```

Hermiticity follows from the adjoint relation for $J_1$ and $J_2$, and from real diagonal entries for $J_3$. For $J_2$, conjugation changes the sign of the prefactor while the adjoint changes the sign of $J_+-J_-$.

```lean
/-- The three spin components are Hermitian. -/
theorem spin_isHermitian (n : ℕ) :
    (spinX n).IsHermitian ∧ (spinY n).IsHermitian ∧ (spinZ n).IsHermitian := by
  refine ⟨?_, ?_, ?_⟩
  · have hs : star (1 / 2 : ℂ) = 1 / 2 := by simp
    rw [Matrix.IsHermitian, spinX, Matrix.conjTranspose_smul, Matrix.conjTranspose_add, hs,
      lowering, Matrix.conjTranspose_conjTranspose, add_comm]
  · have hs : star (-I / 2 : ℂ) = I / 2 := by simp
    rw [Matrix.IsHermitian, spinY, Matrix.conjTranspose_smul, Matrix.conjTranspose_sub, hs,
      lowering, Matrix.conjTranspose_conjTranspose]
    module
  · rw [Matrix.IsHermitian, spinZ, Matrix.diagonal_conjTranspose]
    congr 1
    funext k
    simp
```

The central theorem states the three commutators and the total square together, for every natural number `n`. The value $n=0$ is included and concerns empty matrices, so no positivity hypothesis is needed.

In the first three parts, `simp only` expands the products and `linear_combination (norm := module)` adds the ladder relations with the coefficients found by hand, such as $\mathrm i/2$ for $[J_1,J_2]$. The `module` normaliser treats the products of matrices as fixed symbols, so their order is respected. In the last part, `ht` is the identity for $J_1^2+J_2^2$; once the diagonal products are inserted, `ring` carries out the cancellation of $k$.

```lean
/-- The spin matrices of any dimension `n` obey the su(2) commutation relations, and their
total square is `(n² - 1)/4` times the identity. -/
theorem spin_algebra (n : ℕ) :
    spinX n * spinY n - spinY n * spinX n = I • spinZ n ∧
    spinY n * spinZ n - spinZ n * spinY n = I • spinX n ∧
    spinZ n * spinX n - spinX n * spinZ n = I • spinY n ∧
    spinX n * spinX n + spinY n * spinY n + spinZ n * spinZ n =
      (((n : ℂ) ^ 2 - 1) / 4) • (1 : Matrix (Fin n) (Fin n) ℂ) := by
  obtain ⟨hp, hm, hz⟩ := ladder_relations n
  refine ⟨?_, ?_, ?_, ?_⟩
  · simp only [spinX, spinY, smul_mul_assoc, mul_smul_comm, mul_add, add_mul, mul_sub, sub_mul]
    linear_combination (norm := module) (I / 2 : ℂ) • hz
  · simp only [spinX, spinY, smul_mul_assoc, mul_smul_comm, mul_sub, sub_mul]
    linear_combination (norm := module) (I / 2 : ℂ) • hp - (I / 2 : ℂ) • hm
  · have hI : I * (-I / 2) = 1 / 2 := by linear_combination (-1 / 2 : ℂ) * Complex.I_mul_I
    simp only [spinX, spinY, smul_smul, hI, smul_mul_assoc, mul_smul_comm, mul_add, add_mul]
    linear_combination (norm := module) (1 / 2 : ℂ) • hp + (1 / 2 : ℂ) • hm
  · -- the transverse part is the symmetrised ladder product
    have hI : (-I / 2) * (-I / 2) = (-1 / 4 : ℂ) := by
      linear_combination (1 / 4 : ℂ) * Complex.I_mul_I
    have ht : spinX n * spinX n + spinY n * spinY n =
        (1 / 2 : ℂ) • (raising n * lowering n + lowering n * raising n) := by
      have hy : spinY n * spinY n =
          (-1 / 4 : ℂ) • ((raising n - lowering n) * (raising n - lowering n)) := by
        rw [spinY, smul_mul_assoc, mul_smul_comm, smul_smul, hI]
      rw [hy]
      simp only [spinX, smul_mul_assoc, mul_smul_comm, mul_add, add_mul, mul_sub, sub_mul]
      module
    rw [ht, raising_mul_lowering, lowering_mul_raising, spinZ, Matrix.diagonal_mul_diagonal]
    ext i j
    simp only [Matrix.add_apply, Matrix.smul_apply, smul_eq_mul]
    by_cases h : i = j
    · subst h
      simp only [Matrix.diagonal_apply_eq, Matrix.one_apply_eq]
      ring
    · simp only [Matrix.diagonal_apply_ne _ h, Matrix.one_apply_ne h]
      ring
```

## The commutant and spin one half

The theorem on commuting matrices takes an arbitrary complex matrix `A` and the two commutation hypotheses `h1` and `h3`. It concludes that some complex number `c` satisfies `A = c • 1`. Commutation with $J_2$ is not assumed.

The proof first uses `h3` to replace `A` by a diagonal matrix with entries `a`. The statement `step` is the comparison of neighbours: it proves that the relevant entry of $J_1$ is nonzero and cancels it. Induction on the level, in `key`, then links every entry to `a` at level $0$.

```lean
/-- A matrix that commutes with `J₁` and `J₃` is a multiple of the identity. -/
theorem scalar_of_commute (n : ℕ) (A : Matrix (Fin n) (Fin n) ℂ)
    (h1 : A * spinX n = spinX n * A) (h3 : A * spinZ n = spinZ n * A) :
    ∃ c : ℂ, A = c • (1 : Matrix (Fin n) (Fin n) ℂ) := by
  -- the entries of `J₃` are distinct, so `A` is diagonal
  obtain ⟨a, rfl⟩ : ∃ a : Fin n → ℂ, A = Matrix.diagonal a := by
    refine ⟨fun i => A i i, ?_⟩
    ext i j
    by_cases h : i = j
    · subst h
      rw [Matrix.diagonal_apply_eq]
    · rw [Matrix.diagonal_apply_ne _ h]
      have e := congrFun (congrFun h3 i) j
      rw [spinZ, Matrix.mul_diagonal, Matrix.diagonal_mul] at e
      have e' : (((i : ℕ) : ℂ) - ((j : ℕ) : ℂ)) * A i j = 0 := by linear_combination e
      exact (mul_eq_zero.mp e').resolve_left
        (sub_ne_zero.mpr fun q => h (Fin.ext (Nat.cast_injective q)))
  -- `J₁` links neighbouring levels, so neighbouring entries agree
  have step : ∀ i j : Fin n, (i : ℕ) + 1 = (j : ℕ) → a j = a i := by
    intro i j hij
    have e := congrFun (congrFun h1 i) j
    rw [Matrix.diagonal_mul, Matrix.mul_diagonal] at e
    have hX : spinX n i j = (1 / 2 : ℂ) * (ladderCoeff n j : ℂ) := by
      rw [spinX, Matrix.smul_apply, Matrix.add_apply, raising_apply, lowering_apply,
        if_pos hij, if_neg (by omega), add_zero, smul_eq_mul]
    have hj : (0 : ℝ) < ((j : ℕ) : ℝ) := by exact_mod_cast (by omega : 0 < (j : ℕ))
    have hn : ((j : ℕ) : ℝ) < n := by exact_mod_cast j.isLt
    have hc : (ladderCoeff n j : ℂ) ≠ 0 :=
      Complex.ofReal_ne_zero.mpr (Real.sqrt_pos.mpr (mul_pos hj (sub_pos.mpr hn))).ne'
    have hne : spinX n i j ≠ 0 := by
      rw [hX]
      exact mul_ne_zero (by norm_num) hc
    apply mul_left_cancel₀ hne
    linear_combination -e
  rcases Nat.eq_zero_or_pos n with rfl | hn
  · exact ⟨0, by ext i; exact i.elim0⟩
  · have key : ∀ (k : ℕ) (hk : k < n), a ⟨k, hk⟩ = a ⟨0, hn⟩ := by
      intro k
      induction k with
      | zero => intro _; rfl
      | succ k ih =>
        intro hk
        exact (step ⟨k, by omega⟩ ⟨k + 1, hk⟩ rfl).trans (ih (by omega))
    refine ⟨a ⟨0, hn⟩, ?_⟩
    ext i j
    by_cases h : i = j
    · subst h
      rw [Matrix.diagonal_apply_eq, Matrix.smul_apply, Matrix.one_apply_eq, smul_eq_mul, mul_one]
      exact key i i.isLt
    · rw [Matrix.diagonal_apply_ne _ h, Matrix.smul_apply, Matrix.one_apply_ne h, smul_zero]
```

The last theorem checks the conventions at $n=2$. It confirms the order of the basis, with spin up first, and the sign of $J_2$ by evaluating all four entries of each matrix.

```lean
/-- For `n = 2` the spin matrices are one half of the Pauli matrices. -/
theorem spin_two_eq_pauli :
    spinX 2 = (1 / 2 : ℂ) • !![0, 1; 1, 0] ∧
    spinY 2 = (1 / 2 : ℂ) • !![0, -I; I, 0] ∧
    spinZ 2 = (1 / 2 : ℂ) • !![1, 0; 0, -1] := by
  have hc : ladderCoeff 2 1 = 1 := by norm_num [ladderCoeff]
  refine ⟨?_, ?_, ?_⟩
  · ext i j
    fin_cases i <;> fin_cases j <;> simp [spinX, raising_apply, lowering_apply, hc]
  · ext i j
    fin_cases i <;> fin_cases j <;> simp [spinY, raising_apply, lowering_apply, hc] <;> ring
  · ext i j
    fin_cases i <;> fin_cases j <;> norm_num [spinZ]

end

end ArbitrarySpinMatrices
```

```lean
#print axioms ArbitrarySpinMatrices.spin_isHermitian
#print axioms ArbitrarySpinMatrices.spin_algebra
#print axioms ArbitrarySpinMatrices.scalar_of_commute
#print axioms ArbitrarySpinMatrices.spin_two_eq_pauli
```

```
'ArbitrarySpinMatrices.spin_isHermitian' depends on axioms: [propext, Classical.choice, Quot.sound]
'ArbitrarySpinMatrices.spin_algebra' depends on axioms: [propext, Classical.choice, Quot.sound]
'ArbitrarySpinMatrices.scalar_of_commute' depends on axioms: [propext, Classical.choice, Quot.sound]
'ArbitrarySpinMatrices.spin_two_eq_pauli' depends on axioms: [propext, Classical.choice, Quot.sound]
```
